# For κ > 0, the free Green function gives the unique decaying solution of −u″ + κ²u = f for continuous, compactly supported real f

Let $\kappa>0$ and let $f$ be a real, continuous source that vanishes outside a bounded interval. Then

$$u(x)=\frac{1}{2\kappa}\int_{-\infty}^{\infty}e^{-\kappa|x-y|}f(y)\,dy$$

is twice differentiable, satisfies $-u''+\kappa^2u=f$ on the whole line and tends to zero at both infinities. No other function does all of this.

The equation describes a free particle of mass $m$ in one dimension, driven by a source at the negative energy $E=-\hbar^2\kappa^2/2m$. Beyond the source on either side, the response decays by a factor $e$ over each length $1/\kappa$.

```lean
import Mathlib

open MeasureTheory Set Filter Topology

namespace FreeResolvent

noncomputable section
```

## The kernel and the response

The response at $x$ to a unit point source at $y$ is

$$G_\kappa(x,y)=\frac{e^{-\kappa|x-y|}}{2\kappa}.$$

This is the kernel of $(-d^2/dx^2+\kappa^2)^{-1}$, and it is positive. Texts that define the Green function through $(E-H)^{-1}$ have the opposite sign and a factor $2m/\hbar^2$.

```lean
/-- The free Green function `exp (-κ |x - y|) / (2 κ)` on the line, for `κ > 0`. -/
def green (κ x y : ℝ) : ℝ := Real.exp (-κ * |x - y|) / (2 * κ)
```

Superposing the responses gives $u(x)=\int G_\kappa(x,y)f(y)\,dy$. In Lean, `resolvent κ f` is this function of $x$, defined by an integral over the real line.

```lean
/-- The free resolvent applied to a source `f`, for `κ > 0`: the source is integrated against the
Green function. -/
def resolvent (κ : ℝ) (f : ℝ → ℝ) (x : ℝ) : ℝ := ∫ y, green κ x y * f y
```

Sources to the left and to the right of $x$ enter with different exponentials, so their amplitudes are collected separately. The left one is

$$L(x)=\int_{-\infty}^{x}e^{\kappa y}f(y)\,dy.$$

The set `Iic x` is the half-line $(-\infty,x]$.

```lean
/-- The amplitude at `x` collected from the sources on the left of `x`. -/
def fromLeft (κ : ℝ) (f : ℝ → ℝ) (x : ℝ) : ℝ := ∫ y in Iic x, Real.exp (κ * y) * f y
```

The right one runs over `Ioi x`, the half-line $(x,\infty)$:

$$R(x)=\int_{x}^{\infty}e^{-\kappa y}f(y)\,dy.$$

```lean
/-- The amplitude at `x` collected from the sources on the right of `x`. -/
def fromRight (κ : ℝ) (f : ℝ → ℝ) (x : ℝ) : ℝ := ∫ y in Ioi x, Real.exp (-κ * y) * f y
```

The derivative of $u$ will turn out to be

$$s(x)=\tfrac12\left(e^{\kappa x}R(x)-e^{-\kappa x}L(x)\right).$$

The name `slope` anticipates this; at this point it is only a definition.

```lean
/-- Half the difference of the right and left contributions at `x`. -/
def slope (κ : ℝ) (f : ℝ → ℝ) (x : ℝ) : ℝ :=
  (Real.exp (κ * x) * fromRight κ f x - Real.exp (-κ * x) * fromLeft κ f x) / 2
```

## What counts as a solution

A decaying solution is a function $u$ such that $u$ and $u'$ are differentiable everywhere, the equation holds at every point, and $u\to0$ as $x\to\pm\infty$. The kernel plays no part in this definition. The two differentiability conditions are stated separately because Lean's `deriv` returns zero where no derivative exists.

```lean
/-- `u` is twice differentiable, solves `-u'' + κ² u = f` on the whole line, and tends to
zero at both infinities. -/
structure IsDecayingSolution (κ : ℝ) (f u : ℝ → ℝ) : Prop where
  diff : Differentiable ℝ u
  diff_deriv : Differentiable ℝ (deriv u)
  equation : ∀ x, -deriv (deriv u) x + κ ^ 2 * u x = f x
  right : Tendsto u atTop (𝓝 0)
  left : Tendsto u atBot (𝓝 0)
```

## Differentiating the amplitudes

A continuous weight times $f$ is continuous and vanishes outside a bounded interval, so it is integrable. This holds even for the growing weight $e^{\kappa|y|}$.

```lean
variable {κ : ℝ} {f : ℝ → ℝ}

/-- A continuous, compactly supported source stays integrable under any continuous weight. -/
theorem integrable_weight {g : ℝ → ℝ} (hg : Continuous g) (hf : Continuous f)
    (hc : HasCompactSupport f) : Integrable (fun y => g y * f y) :=
  (hg.mul hf).integrable_of_hasCompactSupport hc.mul_left
```

The product rule will also need $(e^{cx})'=c\,e^{cx}$.

```lean
/-- The exponential `exp (c x)` has derivative `c exp (c x)`. -/
theorem hasDerivAt_exp_mul (c x : ℝ) :
    HasDerivAt (fun t : ℝ => Real.exp (c * t)) (c * Real.exp (c * x)) x :=
  (((hasDerivAt_id' x).const_mul c).exp).congr_deriv (by ring)
```

Write $L(x)=L(0)+\int_0^x e^{\kappa y}f(y)\,dy$. The fundamental theorem of calculus gives

$$L'(x)=e^{\kappa x}f(x),\qquad R'(x)=-e^{-\kappa x}f(x).$$

The second formula follows because $R(x)$ is the integral over the whole line minus the part up to $x$. In the proof, `key` establishes the half-line derivative for any exponent $c$, and both amplitudes use it.

```lean
/-- For a continuous, compactly supported source, the left and right amplitudes have the derivatives
`exp (κ x) f(x)` and `-exp (-κ x) f(x)` at `x`. -/
theorem hasDerivAt_amplitudes (hf : Continuous f) (hc : HasCompactSupport f) (κ x : ℝ) :
    HasDerivAt (fromLeft κ f) (Real.exp (κ * x) * f x) x ∧
      HasDerivAt (fromRight κ f) (-(Real.exp (-κ * x) * f x)) x := by
  have hI : ∀ c : ℝ, Integrable (fun y => Real.exp (c * y) * f y) := fun c =>
    integrable_weight (by fun_prop) hf hc
  -- the fundamental theorem of calculus on a half-line
  have key : ∀ c : ℝ, HasDerivAt (fun z => ∫ y in Iic z, Real.exp (c * y) * f y)
      (Real.exp (c * x) * f x) x := by
    intro c
    have hcont : Continuous (fun y => Real.exp (c * y) * f y) := by fun_prop
    have h : (fun z => ∫ y in Iic z, Real.exp (c * y) * f y) = fun z =>
        (∫ y in Iic (0 : ℝ), Real.exp (c * y) * f y)
          + ∫ y in (0 : ℝ)..z, Real.exp (c * y) * f y := by
      funext z
      have := intervalIntegral.integral_Iic_sub_Iic
        ((hI c).integrableOn (s := Iic 0)) ((hI c).integrableOn (s := Iic z))
      linarith
    rw [h]
    exact (hcont.integral_hasStrictDerivAt 0 x).hasDerivAt.const_add _
  refine ⟨key κ, ?_⟩
  have h : fromRight κ f = fun z => (∫ y, Real.exp (-κ * y) * f y)
      - ∫ y in Iic z, Real.exp (-κ * y) * f y := by
    funext z
    have := integral_add_compl (measurableSet_Iic (a := z)) (hI (-κ))
    rw [compl_Iic] at this
    simp only [fromRight]
    linarith
  rw [h]
  exact (key (-κ)).const_sub _
```

## Splitting the integral at x

For $y\le x$ we have $e^{-\kappa|x-y|}=e^{-\kappa x}e^{\kappa y}$, and for $y>x$ we have $e^{-\kappa|x-y|}=e^{\kappa x}e^{-\kappa y}$. Hence

$$2\kappa\,u(x)=e^{-\kappa x}L(x)+e^{\kappa x}R(x).$$

The steps `h1` and `h2` evaluate the two half-line integrals, and `h3` joins them.

```lean
/-- For `κ > 0` and a continuous, compactly supported source, `2 κ u(x)` is the sum of the
contributions from the left and from the right of `x`. -/
theorem resolvent_split (hκ : 0 < κ) (hf : Continuous f) (hc : HasCompactSupport f) (x : ℝ) :
    2 * κ * resolvent κ f x =
      Real.exp (-κ * x) * fromLeft κ f x + Real.exp (κ * x) * fromRight κ f x := by
  have hg : Continuous (fun y => green κ x y) := by unfold green; fun_prop
  have h1 : ∫ y in Iic x, green κ x y * f y
      = Real.exp (-κ * x) / (2 * κ) * fromLeft κ f x := by
    rw [fromLeft, ← integral_const_mul]
    refine setIntegral_congr_fun measurableSet_Iic fun y hy => ?_
    have hy' : y ≤ x := hy
    have h : Real.exp (-κ * |x - y|) = Real.exp (-κ * x) * Real.exp (κ * y) := by
      rw [abs_of_nonneg (by linarith), ← Real.exp_add]; congr 1; ring
    simp only [green, h]; ring
  have h2 : ∫ y in Ioi x, green κ x y * f y
      = Real.exp (κ * x) / (2 * κ) * fromRight κ f x := by
    rw [fromRight, ← integral_const_mul]
    refine setIntegral_congr_fun measurableSet_Ioi fun y hy => ?_
    have hy' : x < y := hy
    have h : Real.exp (-κ * |x - y|) = Real.exp (κ * x) * Real.exp (-κ * y) := by
      rw [abs_of_nonpos (by linarith), ← Real.exp_add]; congr 1; ring
    simp only [green, h]; ring
  have h3 : (∫ y in Iic x, green κ x y * f y) + ∫ y in Ioi x, green κ x y * f y
      = resolvent κ f x := by
    rw [← compl_Iic]
    exact integral_add_compl measurableSet_Iic (integrable_weight hg hf hc)
  have hne : κ ≠ 0 := hκ.ne'
  rw [← h3, h1, h2]
  field_simp
```

## Two derivatives

Differentiating the split form gives

$$2\kappa\,u'=-\kappa e^{-\kappa x}L+f+\kappa e^{\kappa x}R-f=2\kappa\,s.$$

The local source terms cancel, so $u'=s$.

```lean
/-- For `κ > 0` and a continuous, compactly supported source, the derivative of the resolvent
field is `slope`: the local source terms cancel. -/
theorem hasDerivAt_resolvent (hκ : 0 < κ) (hf : Continuous f) (hc : HasCompactSupport f)
    (x : ℝ) : HasDerivAt (resolvent κ f) (slope κ f x) x := by
  have hfun : resolvent κ f = fun z => (Real.exp (-κ * z) * fromLeft κ f z
      + Real.exp (κ * z) * fromRight κ f z) / (2 * κ) := by
    funext z
    rw [eq_div_iff (by positivity), ← resolvent_split hκ hf hc z]
    ring
  obtain ⟨hL, hR⟩ := hasDerivAt_amplitudes hf hc κ x
  rw [hfun]
  refine ((((hasDerivAt_exp_mul (-κ) x).fun_mul hL).fun_add
    ((hasDerivAt_exp_mul κ x).fun_mul hR)).div_const (2 * κ)).congr_deriv ?_
  rw [slope, div_eq_div_iff (by positivity) (by norm_num)]
  ring
```

In the next derivative they have the same sign:

$$s'=\tfrac12\left(\kappa e^{\kappa x}R-f+\kappa e^{-\kappa x}L-f\right)=\kappa^2u-f.$$

The last equality uses the split form again. The closing `linear_combination` combines it with $e^{-\kappa x}e^{\kappa x}=1$.

```lean
/-- For `κ > 0` and a continuous, compactly supported source, `slope` has derivative
`κ² u - f`, where `u` is the resolvent field. -/
theorem hasDerivAt_slope (hκ : 0 < κ) (hf : Continuous f) (hc : HasCompactSupport f)
    (x : ℝ) : HasDerivAt (slope κ f) (κ ^ 2 * resolvent κ f x - f x) x := by
  obtain ⟨hL, hR⟩ := hasDerivAt_amplitudes hf hc κ x
  have hexp : Real.exp (-κ * x) * Real.exp (κ * x) = 1 := by
    rw [← Real.exp_add]; simp
  refine ((((hasDerivAt_exp_mul κ x).fun_mul hR).fun_sub
    ((hasDerivAt_exp_mul (-κ) x).fun_mul hL)).div_const 2).congr_deriv ?_
  linear_combination (-κ / 2) * resolvent_split hκ hf hc x - f x * hexp
```

## Decay at both ends

From $|x|\le|x-y|+|y|$ it follows that $e^{-\kappa|x-y|}\le e^{-\kappa|x|}e^{\kappa|y|}$, and therefore

$$|u(x)|\le\frac{e^{-\kappa|x|}}{2\kappa}\int_{-\infty}^{\infty}e^{\kappa|y|}|f(y)|\,dy.$$

The integral is a finite number independent of $x$.

```lean
/-- For `κ > 0` and a continuous, compactly supported source, the resolvent field is bounded
by `exp (-κ |x|) / (2 κ)` times an exponentially weighted norm of the source. -/
theorem resolvent_bound (hκ : 0 < κ) (hf : Continuous f) (hc : HasCompactSupport f) (x : ℝ) :
    |resolvent κ f x| ≤
      Real.exp (-κ * |x|) / (2 * κ) * ∫ y, Real.exp (κ * |y|) * |f y| := by
  have hI : Integrable (fun y => Real.exp (κ * |y|) * |f y|) :=
    integrable_weight (by fun_prop) hf.abs (hc.comp_left (g := fun t : ℝ => |t|) abs_zero)
  rw [← integral_const_mul, ← Real.norm_eq_abs (resolvent κ f x), resolvent]
  refine norm_integral_le_of_norm_le (hI.const_mul _) (Eventually.of_forall fun y => ?_)
  -- the triangle inequality in the exponent
  have h1 : Real.exp (-κ * |x - y|) ≤ Real.exp (-κ * |x|) * Real.exp (κ * |y|) := by
    rw [← Real.exp_add]
    apply Real.exp_le_exp.mpr
    have := mul_le_mul_of_nonneg_left (abs_sub_abs_le_abs_sub x y) hκ.le
    linarith
  have hg : 0 ≤ green κ x y := by unfold green; positivity
  rw [norm_mul, Real.norm_eq_abs, Real.norm_eq_abs, abs_of_nonneg hg]
  calc green κ x y * |f y|
      ≤ Real.exp (-κ * |x|) * Real.exp (κ * |y|) / (2 * κ) * |f y| := by
        unfold green; gcongr
    _ = _ := by ring
```

The existence half is now complete: $u'=s$ and $u''=\kappa^2u-f$ give the equation, and the bound forces both limits to be zero. The auxiliary statement `hdec` treats the two infinities together, since it uses only $|x|\to\infty$.

```lean
/-- For `κ > 0` and a continuous, compactly supported source `f`, the resolvent field is
twice differentiable, solves `-u'' + κ² u = f`, and tends to zero at both infinities. -/
theorem free_resolvent (hκ : 0 < κ) (hf : Continuous f) (hc : HasCompactSupport f) :
    IsDecayingSolution κ f (resolvent κ f) := by
  have hd : deriv (resolvent κ f) = slope κ f :=
    funext fun x => (hasDerivAt_resolvent hκ hf hc x).deriv
  have hdec : ∀ l : Filter ℝ, Tendsto (fun x : ℝ => |x|) l atTop →
      Tendsto (resolvent κ f) l (𝓝 0) := by
    intro l hl
    have h1 : Tendsto (fun x : ℝ => Real.exp (-κ * |x|)) l (𝓝 0) :=
      Real.tendsto_exp_atBot.comp (hl.const_mul_atTop_of_neg (neg_lt_zero.mpr hκ))
    have h2 := (h1.div_const (2 * κ)).mul_const (∫ y, Real.exp (κ * |y|) * |f y|)
    rw [zero_div, zero_mul] at h2
    exact squeeze_zero_norm (fun x => resolvent_bound hκ hf hc x) h2
  refine ⟨fun x => (hasDerivAt_resolvent hκ hf hc x).differentiableAt, ?_, fun x => ?_,
    hdec _ tendsto_abs_atTop_atTop, hdec _ tendsto_abs_atBot_atTop⟩
  · rw [hd]
    exact fun x => (hasDerivAt_slope hκ hf hc x).differentiableAt
  · rw [hd, (hasDerivAt_slope hκ hf hc x).deriv]
    ring
```

## Uniqueness

Suppose $w''=\kappa^2w$ and $w\to0$ at both ends. In the Lean statement `p` is the derivative $w'$, not a momentum. The combinations

$$A=e^{-\kappa t}(w'+\kappa w),\qquad B=e^{\kappa t}(w'-\kappa w)$$

do not depend on $t$. For $B$, for example,

$$\frac{dB}{dt}=e^{\kappa t}\left(\kappa w'-\kappa^2w+w''-\kappa w'\right)=0,$$

and the calculation for $A$ is the same with $\kappa$ replaced by $-\kappa$. Eliminating $w'$ gives

$$A=e^{-2\kappa t}B+2\kappa e^{-\kappa t}w(t),\qquad B=e^{2\kappa t}A-2\kappa e^{\kappa t}w(t).$$

Letting $t\to+\infty$ in the first relation yields $A=0$, and letting $t\to-\infty$ in the second yields $B=0$. Then $w'+\kappa w=0=w'-\kappa w$, so $w=0$. Decay of $w'$ is never assumed. In the proof, `hK` gives both constants, while `ha0` and `hb0` take the two limits.

```lean
/-- For `κ > 0`, a solution of `w'' = κ² w` on the whole line that tends to zero at both
infinities vanishes everywhere. -/
theorem homogeneous_eq_zero (hκ : 0 < κ) {w p : ℝ → ℝ} (hw : ∀ x, HasDerivAt w (p x) x)
    (hp : ∀ x, HasDerivAt p (κ ^ 2 * w x) x) (hr : Tendsto w atTop (𝓝 0))
    (hl : Tendsto w atBot (𝓝 0)) (x : ℝ) : w x = 0 := by
  -- two conserved combinations, for `c = κ` and `c = -κ`
  have hK : ∀ c : ℝ, c ^ 2 = κ ^ 2 → ∀ t,
      Real.exp (c * t) * (p t - c * w t) = p 0 - c * w 0 := by
    intro c hc t
    have hd : ∀ s, HasDerivAt (fun s => Real.exp (c * s) * (p s - c * w s)) 0 s := fun s =>
      ((hasDerivAt_exp_mul c s).fun_mul ((hp s).fun_sub ((hw s).const_mul c))).congr_deriv
        (by linear_combination (-(Real.exp (c * s) * w s)) * hc)
    have h := is_const_of_deriv_eq_zero (fun s => (hd s).differentiableAt)
      (fun s => (hd s).deriv) t 0
    simpa using h
  have hb := hK κ rfl
  have ha := hK (-κ) (by ring)
  have hexp : ∀ t, Real.exp (-κ * t) * Real.exp (κ * t) = 1 := fun t => by
    rw [← Real.exp_add]; simp
  -- decay on the right removes the growing exponential
  have ha0 : p 0 - -κ * w 0 = 0 := by
    have E : Tendsto (fun t : ℝ => Real.exp (-κ * t)) atTop (𝓝 0) :=
      Real.tendsto_exp_atBot.comp (tendsto_id.const_mul_atTop_of_neg (neg_lt_zero.mpr hκ))
    have h := ((E.mul E).mul_const (p 0 - κ * w 0)).add ((E.mul hr).const_mul (2 * κ))
    simp only [mul_zero, zero_mul, add_zero] at h
    have h' : Tendsto (fun _ : ℝ => p 0 - -κ * w 0) atTop (𝓝 0) := h.congr fun t => by
      linear_combination (-Real.exp (-κ * t) ^ 2) * hb t
        + Real.exp (-κ * t) * (p t - κ * w t) * hexp t + ha t
    exact tendsto_nhds_unique tendsto_const_nhds h'
  -- decay on the left removes the other one
  have hb0 : p 0 - κ * w 0 = 0 := by
    have E : Tendsto (fun t : ℝ => Real.exp (κ * t)) atBot (𝓝 0) :=
      Real.tendsto_exp_atBot.comp (tendsto_id.const_mul_atBot hκ)
    have h := ((E.mul E).mul_const (p 0 - -κ * w 0)).sub ((E.mul hl).const_mul (2 * κ))
    simp only [mul_zero, zero_mul, sub_zero] at h
    have h' : Tendsto (fun _ : ℝ => p 0 - κ * w 0) atBot (𝓝 0) := h.congr fun t => by
      linear_combination (-Real.exp (κ * t) ^ 2) * ha t
        + Real.exp (κ * t) * (p t + κ * w t) * hexp t + hb t
    exact tendsto_nhds_unique tendsto_const_nhds h'
  have h1 := (mul_eq_zero.mp ((ha x).trans ha0)).resolve_left (Real.exp_ne_zero _)
  have h2 := (mul_eq_zero.mp ((hb x).trans hb0)).resolve_left (Real.exp_ne_zero _)
  have h3 : κ * w x = 0 := by linarith
  exact (mul_eq_zero.mp h3).resolve_left hκ.ne'
```

If $v$ is any decaying solution, then $w=v-u$ satisfies

$$w''=(\kappa^2v-f)-(\kappa^2u-f)=\kappa^2w$$

and tends to zero at both ends, so $v=u$. Together with existence this gives an equivalence: `IsDecayingSolution κ f v` holds exactly when `v = resolvent κ f`.

```lean
/-- For `κ > 0` and a continuous, compactly supported source `f`, a function is a decaying
solution of `-v'' + κ² v = f` exactly when it is the resolvent field of `f`. -/
theorem isDecayingSolution_iff (hκ : 0 < κ) (hf : Continuous f) (hc : HasCompactSupport f)
    (v : ℝ → ℝ) : IsDecayingSolution κ f v ↔ v = resolvent κ f := by
  have hu := free_resolvent hκ hf hc
  refine ⟨fun hv => funext fun x => ?_, fun h => h ▸ hu⟩
  -- the difference of two solutions solves the homogeneous equation
  have hr := hv.right.sub hu.right
  have hl := hv.left.sub hu.left
  rw [sub_zero] at hr hl
  exact sub_eq_zero.mp (homogeneous_eq_zero hκ
    (w := fun t => v t - resolvent κ f t)
    (p := fun t => deriv v t - deriv (resolvent κ f) t)
    (fun t => (hv.diff t).hasDerivAt.fun_sub (hu.diff t).hasDerivAt)
    (fun t => ((hv.diff_deriv t).hasDerivAt.fun_sub
      (hu.diff_deriv t).hasDerivAt).congr_deriv
        (by linear_combination hu.equation t - hv.equation t)) hr hl x)

end

end FreeResolvent
```

```lean
#print axioms FreeResolvent.isDecayingSolution_iff
-- 'FreeResolvent.isDecayingSolution_iff' depends on axioms: [propext, Classical.choice, Quot.sound]
```

## Bound states and the reach of the hypotheses

For a real, continuous potential $V$ of compact support in one dimension, a real bound state $\psi$ at energy $-\hbar^2\kappa^2/2m$ is a decaying solution with source $f=-(2m/\hbar^2)V\psi$. The equivalence then turns its Schrödinger equation into the integral equation $\psi(x)=\int G_\kappa(x,y)f(y)\,dy$.

The theorems concern functions point by point. Identifying the integral with the inverse of a self-adjoint operator on $L^2(\mathbb R)$ is a further step. Complex sources, sources with infinite tails such as Gaussians, and scattering energies $E>0$ also lie beyond the hypotheses.

## A triangular source, and small κ

Take $\kappa=1$ and $f(y)=\max(0,1-|y|)$. By symmetry,

$$u(0)=\int_0^1(1-y)e^{-y}\,dy=\left[y\,e^{-y}\right]_0^1=e^{-1}\approx0.368.$$

The equation then gives $u''(0)=u(0)-f(0)\approx-0.632$. Since $u$ is even, $u'(0)=0$, so the response has a maximum under the peak of the source.

As $\kappa\to0$ with $f$ and $x$ fixed, expanding the exponential gives

$$u(x)=\frac{1}{2\kappa}\int f(y)\,dy-\frac12\int|x-y|f(y)\,dy+O(\kappa).$$

The response diverges unless the total source is zero. If it is zero, the limit solves $-u''=f$ but tends to $\pm\frac12\int y f(y)\,dy$ as $x\to\pm\infty$, so a source with a nonzero dipole moment loses the decay.
